# The integral of an exponential over a triangle and the Fourier transform of the triangle's step function

## Plane waves cut off by a cell boundary

The step function \(\Theta\) of a cell is one inside and zero outside. Sampled on a grid, it locates the cell boundary only to within the grid spacing, and Fourier coefficients computed from the samples inherit that error. Direct quadrature instead faces an integrand that oscillates across the cell once the wavelength is shorter than the cell. For a triangle the integral has a closed form, with one term per vertex when the three vertex phases are pairwise distinct. The overlap of two plane waves of unit amplitude over a region, as for the interstitial region between atomic spheres in augmented-plane-wave methods, is the transform of \(\Theta\) at the difference of their wave vectors; here the region is a single triangle in two dimensions.

## The unit triangle

Let \(T=\{x\ge 0,\ y\ge 0,\ x+y\le 1\}\) and \(E(a,b)=\int_T e^{ax+by}\,dx\,dy\) for complex \(a,b\). For \(a\ne0\), \(b\ne0\), \(a\ne b\),
\[E(a,b)=\frac1{ab}+\frac{e^a}{a(a-b)}+\frac{e^b}{b(b-a)}.\]
At fixed \(x\) the variable \(y\) runs over \([0,1-x]\), so for \(b\neq0\)
\[E=\int_0^1 e^{ax}\,\frac{e^{b(1-x)}-1}{b}\,dx=\frac1b\Big[e^b\!\int_0^1 e^{(a-b)x}dx-\int_0^1 e^{ax}dx\Big].\]
For \(a\ne b\) and \(a\neq0\) the bracket is \(\frac{e^a-e^b}{a-b}-\frac{e^a-1}{a}\). The coefficient of \(e^a\) in \(E\) is \(\frac1b\big(\frac1{a-b}-\frac1a\big)=\frac1{a(a-b)}\), that of \(e^b\) is \(\frac{1}{b(b-a)}\), and the constant is \(\frac1{ab}\).

## Equal and vanishing exponents

Take \(a\ne0\). With equal exponents the first integral in the bracket is 1, and with vanishing first exponent the second one is:
\[E(a,a)=\frac1a\Big[e^a-\frac{e^a-1}a\Big]=\frac{1+(a-1)e^a}{a^2},\qquad E(0,a)=\frac1a\Big[\frac{e^a-1}a-1\Big]=\frac{e^a-1-a}{a^2}.\]
With vanishing second exponent the inner integral is \(1-x\). The antiderivative \(e^{ax}\big(\frac{1-x}a+\frac1{a^2}\big)\) of \(e^{ax}(1-x)\) gives \(E(a,0)=(e^a-1-a)/a^2\). Finally \(E(0,0)=\int_0^1(1-x)\,dx=\frac12\).

These values are limits of the general formula, since \(E\) is continuous in \(a\) and \(b\), but direct substitution does not give them. At \(a=0\), \(b=1\) the integral is \(e-2\), while two terms of the formula have zero denominator. Lean sets such quotients to zero, so the right-hand side would read \(e\), and the main theorem without \(a\ne0\) would be false.

## A general triangle and its transform

The cell with vertices \(p,q,r\in\mathbb R^2\) is the image of \(T\) under \(u\mapsto p+u_1(q-p)+u_2(r-p)\), whose Jacobian is
\[J=(q_1-p_1)(r_2-p_2)-(r_1-p_1)(q_2-p_2).\]
For a complex vector \(\kappa\) put \(\varphi(x)=\kappa_1x_1+\kappa_2x_2\) and write \(\varphi_p=\varphi(p)\), and likewise for \(q,r\). At the image of \(u\) the phase is \(\varphi_p+u_1(\varphi_q-\varphi_p)+u_2(\varphi_r-\varphi_p)\), hence
\[\int_{\rm cell}e^{\varphi}\,d^2x=|J|\,e^{\varphi_p}E(\varphi_q-\varphi_p,\ \varphi_r-\varphi_p).\]
For pairwise distinct phases, insert the formula with \(a=\varphi_q-\varphi_p\), \(b=\varphi_r-\varphi_p\), \(a-b=\varphi_q-\varphi_r\):
\[\int_{\rm cell}e^{\varphi}\,d^2x=|J|\sum_{j\in\{p,q,r\}}\frac{e^{\varphi_j}}{\prod_{l\ne j}(\varphi_j-\varphi_l)}.\]
For a real wave vector \(k\) take \(\kappa=-ik\). Each denominator acquires \((-i)^2=-1\), so
\[\int\Theta(x)\,e^{-ik\cdot x}d^2x=-|J|\sum_{j}\frac{e^{-ik\cdot j}}{\prod_{l\ne j}(k\cdot j-k\cdot l)}.\]

```lean
import Mathlib

open MeasureTheory Set Complex

namespace TriangleShapeFunction

noncomputable section

/-- The unit triangle `x ≥ 0`, `y ≥ 0`, `x + y ≤ 1`. -/
def triangle : Set (ℝ × ℝ) := {u | 0 ≤ u.1 ∧ 0 ≤ u.2 ∧ u.1 + u.2 ≤ 1}

/-- The integral of `exp (a x + b y)` over the unit triangle. -/
def triangleExp (a b : ℂ) : ℂ := ∫ u in triangle, exp (a * u.1 + b * u.2)

/-- The affine map `u ↦ p + u₁ (q - p) + u₂ (r - p)`. -/
def edgeMap (p q r u : ℝ × ℝ) : ℝ × ℝ := p + u.1 • (q - p) + u.2 • (r - p)

/-- The triangular cell with vertices `p, q, r`, as the image of the unit triangle. -/
def cell (p q r : ℝ × ℝ) : Set (ℝ × ℝ) := edgeMap p q r '' triangle

/-- The cross product of the edge vectors `q - p` and `r - p`. -/
def jac (p q r : ℝ × ℝ) : ℝ := (q.1 - p.1) * (r.2 - p.2) - (r.1 - p.1) * (q.2 - p.2)

/-- The step function of the cell: one inside, zero outside. -/
def stepFunction (p q r x : ℝ × ℝ) : ℂ := (cell p q r).indicator (fun _ => 1) x

/-- The phase `κ · x` for a complex wave vector `κ`. -/
def phase (κ : ℂ × ℂ) (x : ℝ × ℝ) : ℂ := κ.1 * x.1 + κ.2 * x.2

/-- The scalar product `k · x` for a real wave vector `k`. -/
def dot (k x : ℝ × ℝ) : ℝ := k.1 * x.1 + k.2 * x.2

/-- The unit triangle is compact. -/
theorem isCompact_triangle : IsCompact triangle := by
  have h1 : IsClosed {u : ℝ × ℝ | 0 ≤ u.1} := isClosed_le continuous_const continuous_fst
  have h2 : IsClosed {u : ℝ × ℝ | 0 ≤ u.2} := isClosed_le continuous_const continuous_snd
  have h3 : IsClosed {u : ℝ × ℝ | u.1 + u.2 ≤ 1} := isClosed_le (by fun_prop) continuous_const
  have hc : IsClosed triangle := h1.inter (h2.inter h3)
  have hs : IsCompact (Icc (0 : ℝ) 1 ×ˢ Icc (0 : ℝ) 1) := isCompact_Icc.prod isCompact_Icc
  refine hs.of_isClosed_subset hc ?_
  rintro u ⟨g1, g2, g3⟩
  exact Set.mem_prod.mpr ⟨⟨g1, by linarith⟩, ⟨g2, by linarith⟩⟩

/-- The integral of a continuous function over the unit triangle is the iterated integral
over `0 ≤ y ≤ 1 - x` and `0 ≤ x ≤ 1`. -/
theorem integral_triangle (f : ℝ × ℝ → ℂ) (hf : Continuous f) :
    ∫ u in triangle, f u = ∫ x in (0 : ℝ)..1, ∫ y in (0 : ℝ)..(1 - x), f (x, y) := by
  have hm : MeasurableSet triangle := isCompact_triangle.measurableSet
  have hi : Integrable (triangle.indicator f) ((volume : Measure ℝ).prod volume) :=
    (integrable_indicator_iff hm).mpr (hf.continuousOn.integrableOn_compact isCompact_triangle)
  -- the slice at fixed x is the segment [0, 1 - x], or empty
  have hx : ∀ x : ℝ, ∫ y, triangle.indicator f (x, y)
      = (Icc (0 : ℝ) 1).indicator (fun x => ∫ y in (0 : ℝ)..(1 - x), f (x, y)) x := by
    intro x
    by_cases h : x ∈ Icc (0 : ℝ) 1
    · have hle : (0 : ℝ) ≤ 1 - x := by linarith [h.2]
      rw [indicator_of_mem h, intervalIntegral.integral_of_le hle,
        ← integral_Icc_eq_integral_Ioc, ← integral_indicator measurableSet_Icc]
      congr 1
      ext y
      have hs : (x, y) ∈ triangle ↔ y ∈ Icc 0 (1 - x) := by
        change 0 ≤ x ∧ 0 ≤ y ∧ x + y ≤ 1 ↔ 0 ≤ y ∧ y ≤ 1 - x
        exact ⟨fun g => ⟨g.2.1, by linarith [g.2.2]⟩, fun g => ⟨h.1, g.1, by linarith [g.2]⟩⟩
      by_cases hy : y ∈ Icc 0 (1 - x)
      · rw [indicator_of_mem hy, indicator_of_mem (hs.mpr hy)]
      · rw [indicator_of_notMem hy, indicator_of_notMem (mt hs.mp hy)]
    · have hz : ∀ y : ℝ, triangle.indicator f (x, y) = 0 := by
        intro y
        refine indicator_of_notMem (fun hy => h ?_) f
        obtain ⟨g1, g2, g3⟩ : 0 ≤ x ∧ 0 ≤ y ∧ x + y ≤ 1 := hy
        exact ⟨g1, by linarith⟩
      rw [indicator_of_notMem h]
      simp [hz]
  calc ∫ u in triangle, f u = ∫ u, triangle.indicator f u := (integral_indicator hm).symm
    _ = ∫ x, ∫ y, triangle.indicator f (x, y) := integral_prod _ hi
    _ = ∫ x, (Icc (0 : ℝ) 1).indicator (fun x => ∫ y in (0 : ℝ)..(1 - x), f (x, y)) x := by
      simp only [hx]
    _ = _ := by
      rw [integral_indicator measurableSet_Icc, integral_Icc_eq_integral_Ioc,
        ← intervalIntegral.integral_of_le zero_le_one]

/-- The triangle integral as an iterated integral with `exp (a x)` outside the `y` integral. -/
theorem triangleExp_iterated (a b : ℂ) : triangleExp a b
    = ∫ x in (0 : ℝ)..1, exp (a * x) * ∫ y in (0 : ℝ)..(1 - x), exp (b * y) := by
  have hc : Continuous fun u : ℝ × ℝ => exp (a * u.1 + b * u.2) := by fun_prop
  rw [triangleExp, integral_triangle _ hc]
  simp only [Complex.exp_add, intervalIntegral.integral_const_mul]

/-- For `b ≠ 0` the triangle integral reduces to two integrals over `0 ≤ x ≤ 1`. -/
theorem triangleExp_line (a : ℂ) {b : ℂ} (hb : b ≠ 0) : triangleExp a b
    = (exp b * (∫ x in (0 : ℝ)..1, exp ((a - b) * x)) - ∫ x in (0 : ℝ)..1, exp (a * x)) / b := by
  have i1 : IntervalIntegrable (fun x : ℝ => exp b * exp ((a - b) * x)) volume 0 1 :=
    Continuous.intervalIntegrable (by fun_prop) _ _
  have i2 : IntervalIntegrable (fun x : ℝ => exp (a * x)) volume 0 1 :=
    Continuous.intervalIntegrable (by fun_prop) _ _
  rw [triangleExp_iterated, ← intervalIntegral.integral_const_mul (exp b),
    ← intervalIntegral.integral_sub i1 i2, ← intervalIntegral.integral_div]
  congr 1
  ext x
  have e : exp b * exp ((a - b) * x) = exp (a * x) * exp (b * ((1 - x : ℝ) : ℂ)) := by
    rw [← Complex.exp_add, ← Complex.exp_add]; congr 1; push_cast; ring
  rw [integral_exp_mul_complex hb, e, Complex.ofReal_zero, mul_zero, Complex.exp_zero]
  ring

/-- For distinct nonzero `a, b` the integral of `exp (a x + b y)` over the unit triangle is
`1/(ab) + exp a/(a(a-b)) + exp b/(b(b-a))`. -/
theorem triangleExp_eq {a b : ℂ} (ha : a ≠ 0) (hb : b ≠ 0) (hab : a ≠ b) :
    triangleExp a b = 1 / (a * b) + exp a / (a * (a - b)) + exp b / (b * (b - a)) := by
  have h1 : a - b ≠ 0 := sub_ne_zero.mpr hab
  have h2 : b - a ≠ 0 := sub_ne_zero.mpr hab.symm
  have h3 := Complex.exp_ne_zero b
  rw [triangleExp_line a hb, integral_exp_mul_complex h1, integral_exp_mul_complex ha]
  simp only [Complex.ofReal_zero, Complex.ofReal_one, mul_zero, mul_one, Complex.exp_zero,
    Complex.exp_sub]
  field_simp
  ring

/-- The triangle integral for equal nonzero exponents and for one vanishing exponent. -/
theorem triangleExp_degenerate {a : ℂ} (ha : a ≠ 0) :
    triangleExp a a = (1 + (a - 1) * exp a) / a ^ 2 ∧
    triangleExp 0 a = (exp a - 1 - a) / a ^ 2 ∧
    triangleExp a 0 = (exp a - 1 - a) / a ^ 2 := by
  have h3 := Complex.exp_ne_zero a
  refine ⟨?_, ?_, ?_⟩
  · rw [triangleExp_line a ha, sub_self, integral_exp_mul_complex ha]
    simp only [zero_mul, mul_zero, mul_one, Complex.exp_zero, Complex.ofReal_zero,
      Complex.ofReal_one, intervalIntegral.integral_const, sub_zero, one_smul]
    field_simp
    ring
  · rw [triangleExp_line 0 ha, zero_sub, integral_exp_mul_complex (neg_ne_zero.mpr ha)]
    simp only [zero_mul, mul_zero, mul_one, Complex.exp_zero, Complex.ofReal_zero,
      Complex.ofReal_one, intervalIntegral.integral_const, sub_zero, one_smul, Complex.exp_neg]
    field_simp
    ring
  · -- antiderivative of exp (a z) (1 - z)
    have hd : ∀ z : ℂ, HasDerivAt (fun z => exp (a * z) * ((1 - z) / a + 1 / a ^ 2))
        (exp (a * z) * (1 - z)) z := by
      intro z
      have d1 : HasDerivAt (fun z => exp (a * z)) (exp (a * z) * (a * 1)) z :=
        ((hasDerivAt_id' z).const_mul a).cexp
      have d2 : HasDerivAt (fun z : ℂ => (1 - z) / a + 1 / a ^ 2) (-1 / a) z :=
        (((hasDerivAt_id' z).const_sub 1).div_const a).add_const _
      refine (d1.fun_mul d2).congr_deriv ?_
      field_simp
      ring
    have hint : IntervalIntegrable (fun x : ℝ => exp (a * x) * (1 - x)) volume 0 1 :=
      Continuous.intervalIntegrable (by fun_prop) _ _
    have key : ∫ x in (0 : ℝ)..1, exp (a * x) * (1 - x) = (exp a - 1 - a) / a ^ 2 := by
      rw [intervalIntegral.integral_eq_sub_of_hasDerivAt (fun x _ => (hd x).comp_ofReal) hint]
      simp only [Complex.ofReal_zero, Complex.ofReal_one, mul_zero, mul_one, Complex.exp_zero]
      field_simp
      ring
    rw [triangleExp_iterated, ← key]
    simp only [zero_mul, Complex.exp_zero, intervalIntegral.integral_const, sub_zero,
      Complex.real_smul, mul_one, Complex.ofReal_sub, Complex.ofReal_one]

/-- With both exponents zero the triangle integral is `1/2`. -/
theorem triangleExp_zero : triangleExp 0 0 = 1 / 2 := by
  have h : ∫ x in (0 : ℝ)..1, (1 - x) = 1 / 2 := by
    rw [intervalIntegral.integral_sub (f := fun _ => (1 : ℝ)) (g := fun x => x)
      (continuous_const.intervalIntegrable _ _) (continuous_id'.intervalIntegrable _ _)]
    norm_num [integral_id]
  rw [triangleExp_iterated]
  simp only [zero_mul, Complex.exp_zero, intervalIntegral.integral_const, sub_zero,
    Complex.real_smul, mul_one, one_mul]
  rw [intervalIntegral.integral_ofReal, h]
  norm_num

/-- The integral of `exp (κ · x)` over a triangular cell is `|J| exp (κ · p)` times the
unit-triangle integral at the phase differences along the two edges leaving `p`. -/
theorem integral_cell_exp (κ : ℂ × ℂ) (p q r : ℝ × ℝ) :
    ∫ x in cell p q r, exp (phase κ x) = ((|jac p q r| : ℝ) : ℂ) * exp (phase κ p)
      * triangleExp (phase κ q - phase κ p) (phase κ r - phase κ p) := by
  obtain ⟨L, hdet, hL⟩ : ∃ L : (ℝ × ℝ) →L[ℝ] (ℝ × ℝ),
      L.det = jac p q r ∧ ∀ u, edgeMap p q r u = p + L u := by
    refine ⟨LinearMap.toContinuousLinearMap (Matrix.toLin (Module.Basis.finTwoProd ℝ)
      (Module.Basis.finTwoProd ℝ) !![q.1 - p.1, r.1 - p.1; q.2 - p.2, r.2 - p.2]), ?_, ?_⟩
    · simp only [LinearMap.det_toContinuousLinearMap, LinearMap.det_toLin,
        Matrix.det_fin_two_of, jac]
    · intro u
      simp only [LinearMap.coe_toContinuousLinearMap', Matrix.toLin_finTwoProd_apply]
      ext <;> simp [edgeMap] <;> ring
  have hfun : edgeMap p q r = fun u => p + L u := funext hL
  have hD : ∀ u ∈ triangle, HasFDerivWithinAt (edgeMap p q r) L triangle u := by
    intro u _
    rw [hfun]
    exact (L.hasFDerivAt.const_add p).hasFDerivWithinAt
  by_cases h0 : jac p q r = 0
  · -- a collapsed cell has measure zero
    have hz : volume (cell p q r) = 0 :=
      addHaar_image_eq_zero_of_det_fderivWithin_eq_zero volume (f' := fun _ => L) hD
        (fun _ _ => hdet.trans h0)
    rw [Measure.restrict_eq_zero.mpr hz, h0]
    simp
  · have hinj : InjOn (edgeMap p q r) triangle := by
      intro u _ v _ huv
      have h1 := congrArg Prod.fst huv
      have h2 := congrArg Prod.snd huv
      simp only [edgeMap, Prod.fst_add, Prod.snd_add, Prod.smul_fst, Prod.smul_snd,
        Prod.fst_sub, Prod.snd_sub, smul_eq_mul] at h1 h2
      refine Prod.ext (mul_left_cancel₀ h0 ?_) (mul_left_cancel₀ h0 ?_) <;> unfold jac
      · linear_combination (r.2 - p.2) * h1 - (r.1 - p.1) * h2
      · linear_combination (q.1 - p.1) * h2 - (q.2 - p.2) * h1
    rw [cell, integral_image_eq_integral_abs_det_fderiv_smul volume (f' := fun _ => L)
      isCompact_triangle.measurableSet hD hinj, triangleExp, ← integral_const_mul]
    congr 1
    ext u
    have e : phase κ (edgeMap p q r u) = phase κ p
        + ((phase κ q - phase κ p) * u.1 + (phase κ r - phase κ p) * u.2) := by
      simp only [phase, edgeMap, Prod.fst_add, Prod.snd_add, Prod.smul_fst, Prod.smul_snd,
        Prod.fst_sub, Prod.snd_sub, smul_eq_mul]
      push_cast
      ring
    simp only [hdet, Complex.real_smul]
    rw [e, Complex.exp_add (phase κ p), mul_assoc]

/-- For pairwise distinct vertex phases the integral of `exp (κ · x)` over a triangular cell
is `|J|` times a sum of one term per vertex. -/
theorem integral_cell_exp_vertices (κ : ℂ × ℂ) (p q r : ℝ × ℝ) (hqp : phase κ q ≠ phase κ p)
    (hrp : phase κ r ≠ phase κ p) (hqr : phase κ q ≠ phase κ r) :
    ∫ x in cell p q r, exp (phase κ x) = ((|jac p q r| : ℝ) : ℂ) *
      (exp (phase κ p) / ((phase κ p - phase κ q) * (phase κ p - phase κ r))
        + exp (phase κ q) / ((phase κ q - phase κ p) * (phase κ q - phase κ r))
        + exp (phase κ r) / ((phase κ r - phase κ p) * (phase κ r - phase κ q))) := by
  rw [integral_cell_exp, triangleExp_eq (sub_ne_zero.mpr hqp) (sub_ne_zero.mpr hrp)
    (fun h => hqr (by linear_combination h))]
  generalize phase κ p = P, phase κ q = Q, phase κ r = R
  have eQ : exp Q = exp P * exp (Q - P) := by rw [← Complex.exp_add]; congr 1; ring
  have eR : exp R = exp P * exp (R - P) := by rw [← Complex.exp_add]; congr 1; ring
  simp only [sub_sub_sub_cancel_right]
  rw [eQ, eR, show (P - Q) * (P - R) = (Q - P) * (R - P) by ring]
  ring

/-- Fourier transform of the step function of a triangular cell at a real wave vector `k`
whose scalar products with the three vertices are pairwise distinct. -/
theorem fourier_stepFunction (k p q r : ℝ × ℝ) (hqp : dot k q ≠ dot k p)
    (hrp : dot k r ≠ dot k p) (hqr : dot k q ≠ dot k r) :
    ∫ x, stepFunction p q r x * exp (-I * dot k x) = -((|jac p q r| : ℝ) : ℂ) *
      (exp (-I * dot k p) / ((dot k p - dot k q) * (dot k p - dot k r))
        + exp (-I * dot k q) / ((dot k q - dot k p) * (dot k q - dot k r))
        + exp (-I * dot k r) / ((dot k r - dot k p) * (dot k r - dot k q))) := by
  have hc : Continuous (edgeMap p q r) := by
    show Continuous fun u : ℝ × ℝ => p + u.1 • (q - p) + u.2 • (r - p)
    fun_prop
  have hm : MeasurableSet (cell p q r) := (isCompact_triangle.image hc).measurableSet
  have hs : ∀ g : ℝ × ℝ → ℂ, ∫ x, stepFunction p q r x * g x = ∫ x in cell p q r, g x := by
    intro g
    rw [← integral_indicator hm]
    congr 1
    ext x
    by_cases hx : x ∈ cell p q r <;> simp [stepFunction, hx]
  have hph : ∀ x, phase (-I * k.1, -I * k.2) x = -I * dot k x := by
    intro x; simp only [phase, dot]; push_cast; ring
  have hne : ∀ {a b : ℝ}, a ≠ b → -I * (a : ℂ) ≠ -I * (b : ℂ) := fun h e =>
    h (Complex.ofReal_injective (mul_left_cancel₀ (neg_ne_zero.mpr Complex.I_ne_zero) e))
  -- two factors of -i in each denominator give the overall sign
  have hI : ∀ a b c : ℂ, (-I * a - -I * b) * (-I * a - -I * c) = -((a - b) * (a - c)) := by
    intro a b c; linear_combination (a - b) * (a - c) * Complex.I_sq
  have hv := integral_cell_exp_vertices (-I * k.1, -I * k.2) p q r
    (by rw [hph, hph]; exact hne hqp) (by rw [hph, hph]; exact hne hrp)
    (by rw [hph, hph]; exact hne hqr)
  simp only [hph, hI, div_neg] at hv
  refine (hs _).trans (hv.trans ?_)
  ring

end

end TriangleShapeFunction
```

```lean
#print axioms TriangleShapeFunction.triangleExp_degenerate
#print axioms TriangleShapeFunction.triangleExp_zero
#print axioms TriangleShapeFunction.fourier_stepFunction
```

```
'TriangleShapeFunction.triangleExp_degenerate' depends on axioms: [propext, Classical.choice, Quot.sound]
'TriangleShapeFunction.triangleExp_zero' depends on axioms: [propext, Classical.choice, Quot.sound]
'TriangleShapeFunction.fourier_stepFunction' depends on axioms: [propext, Classical.choice, Quot.sound]
```

## Objects and conventions in Lean

Points are pairs in `ℝ × ℝ`, with components `u.1` and `u.2` for the subscripts 1 and 2, and area integrals use Lebesgue measure. `triangle` is \(T\), `triangleExp` is \(E\), `jac` is the signed \(J\), and `stepFunction` is \(\Theta\) for the closed set `cell p q r`. The form `phase` is the whole exponent \(\kappa_1x_1+\kappa_2x_2\), bilinear and with no conjugation of \(\kappa\). What its docstring calls a complex wave vector is this coefficient vector \(\kappa\), which equals \(-ik\) for the real wave vector \(k\) of the transform. `triangleExp_eq` states the main formula under `ha`, `hb`, `hab`; `triangleExp_degenerate` and `triangleExp_zero` give the remaining values.

`integral_cell_exp` assumes nothing about \(\kappa\) or the vertices, so collinear vertices are allowed. `integral_cell_exp_vertices` and `fourier_stepFunction` need distinct vertex phases. For real \(k\) this means that \(k\) has nonzero scalar product with every edge vector, which excludes \(k=0\); the excluded wave vectors are reached through `integral_cell_exp` and the degenerate values of \(E\). The transform uses \(e^{-ik\cdot x}\), with no factor \(2\pi\) and no division by a cell area. Sums over the triangles of a polygon, periodic repetition, three-dimensional cells and angular-momentum expansions of shape functions appear in none of the theorems.

## From Fubini to the closed forms

`isCompact_triangle` places the closed set \(T\) inside the unit square. Compactness makes continuous integrands integrable, which `integral_triangle` needs to apply Fubini's theorem, `integral_prod`, to the integrand extended by zero; its step `hx` identifies each slice as \([0,1-x]\) or empty. `triangleExp_iterated` pulls \(e^{ax}\) out of the inner integral. `triangleExp_line` is the bracket formula, with `integral_exp_mul_complex` evaluating the \(y\) integral. In `triangleExp_eq` the same lemma does both \(x\) integrals, and `field_simp` with `ring` collects the coefficients. The values \(E(a,a)\) and \(E(0,a)\) also start from the bracket formula. For \(E(a,0)\), `hd` verifies the antiderivative and the fundamental theorem of calculus gives `key`.

## The change of variables

`integral_cell_exp` builds the linear part `L` of `edgeMap` from the matrix whose columns are the edge vectors, with determinant \(J\). If \(J=0\) the cell has measure zero and both sides vanish. Otherwise `hinj` proves injectivity by eliminating one coordinate at a time, as in Cramer's rule, the change-of-variables theorem supplies \(|J|\), and `e` is the splitting of the phase. `integral_cell_exp_vertices` substitutes the main formula and uses \(e^{\varphi_q}=e^{\varphi_p}e^{\varphi_q-\varphi_p}\) and its analogue for \(r\). In `fourier_stepFunction`, `hs` turns multiplication by \(\Theta\) into restriction to the cell, `hne` carries distinctness over to the phases \(-ik\cdot j\), and `hI` produces the overall sign.
